# The Euler-spline denominator vanishes only for odd spline order, at the zone boundary

In smooth particle-mesh Ewald summation, point charges are spread over a mesh with B-splines, and after the Fourier transform the spreading is corrected by dividing, along each axis, by

$$D_n(t)=\sum_{k=0}^{n-1}M_n(k)\,e^{ikt}.$$

Here $M_n(k)$ is the cardinal B-spline of order $n$ at the integer $k$, and $t=2\pi m/K$ for mode $m$ on $K$ mesh points. The division needs $D_n(t)\neq0$. For $n\ge2$ and real $t$, this fails exactly when $n$ is odd and $t$ is an odd multiple of $\pi$, which a mesh with even $K$ reaches at $m=K/2$.

## Spline values, denominator and half-angle polynomials

```lean
import Mathlib

open Polynomial Finset Complex

namespace CardinalSplineDenominator

noncomputable section
```

This loads the mathematical library Mathlib and allows short names for polynomials, finite sums and complex functions.

```lean
/-- Value of the cardinal B-spline of order `n ≥ 2` at the integer `k`, by the order-raising
recursion (orders 0 and 1 are not used and set to zero). -/
def M : ℕ → ℤ → ℝ
  | 0, _ => 0
  | 1, _ => 0
  | 2, k => if k = 1 then 1 else 0
  | n + 3, k => (k * M (n + 2) k + ((n : ℝ) + 3 - k) * M (n + 2) (k - 1)) / ((n : ℝ) + 2)
```

`M` takes a natural number (the order) and an integer (the position) and returns a real number. It starts from $M_2(k)=\delta_{k,1}$. The last line, written for order `n + 3`, is the usual recursion

$$M_n(k)=\frac{k\,M_{n-1}(k)+(n-k)\,M_{n-1}(k-1)}{n-1}.$$

The spline as a function of a continuous variable does not appear; the recursion is taken as the definition of its integer values.

```lean
/-- The Euler-spline denominator `∑ M_n(k) exp(ikt)`. -/
def D (n : ℕ) (t : ℝ) : ℂ := ∑ k ∈ range n, (M n k : ℂ) * exp (I * k * t)
```

This is $D_n(t)$; `range n` means $0,\dots,n-1$.

```lean
/-- The first moment `∑ k M_n(k) exp(ikt)`. -/
def W (n : ℕ) (t : ℝ) : ℂ := ∑ k ∈ range n, (k : ℂ) * ((M n k : ℂ) * exp (I * k * t))
```

The first moment is $W_n(t)=\sum_k k\,M_n(k)e^{ikt}$. Differentiating $D_n$ term by term gives $D_n'=iW_n$.

```lean
/-- The half-angle polynomials: `P_2 = 1` and `P_(n+1) = x P_n + (1 - x²) P_n' / n`. -/
def P : ℕ → ℝ[X]
  | 0 => 0
  | 1 => 0
  | 2 => 1
  | n + 3 => X * P (n + 2) +
      C (1 / ((n + 2 : ℕ) : ℝ)) * ((1 - X ^ 2) * derivative (P (n + 2)))
```

These are real polynomials with $P_2=1$ and $P_{n+1}=xP_n+(1-x^2)P_n'/n$. The variable $x$ will be $\cos(t/2)$.

## Support and symmetry

```lean
/-- The recursion that raises the spline order from `n` to `n + 1`. -/
theorem M_succ {n : ℕ} (hn : 2 ≤ n) (k : ℤ) :
    M (n + 1) k = (k * M n k + ((n : ℝ) + 1 - k) * M n (k - 1)) / n := by
  obtain ⟨m, rfl⟩ := Nat.exists_eq_add_of_le' hn
  show M (m + 3) k = _
  rw [M]
  push_cast
  ring
```

A theorem lists its hypotheses before the colon and its claim after it. Here `hn` is the assumption $n\ge2$, and the claim is the recursion shifted to

$$nM_{n+1}(k)=kM_n(k)+(n+1-k)M_n(k-1).$$

```lean
/-- The spline values vanish outside `1, ..., n - 1`. -/
theorem M_eq_zero {n : ℕ} (hn : 2 ≤ n) :
    ∀ k : ℤ, (k ≤ 0 ∨ (n : ℤ) ≤ k) → M n k = 0 := by
  induction n, hn using Nat.le_induction with
  | base =>
    intro k hk
    have h : k ≠ 1 := by omega
    simp [M, h]
  | succ n hn ih =>
    intro k hk
    rw [M_succ hn, ih k (by omega), ih (k - 1) (by omega)]
    simp
```

The values vanish for $k\le0$ and for $k\ge n$. The proof is by induction: `base` is $n=2$, and in `succ` the name `ih` stands for the statement at order $n$. If $k\le0$ or $k\ge n+1$, then $k$ and $k-1$ both lie outside $1,\dots,n-1$, so both terms of the recursion are zero.

```lean
/-- The spline values are symmetric about `n / 2`. -/
theorem M_symm {n : ℕ} (hn : 2 ≤ n) : ∀ k : ℤ, M n (n - k) = M n k := by
  induction n, hn using Nat.le_induction with
  | base =>
    intro k
    by_cases h : k = 1
    · subst h
      norm_num [M]
    · have h' : ((2 : ℕ) : ℤ) - k ≠ 1 := by omega
      simp only [M, if_neg h, if_neg h']
  | succ n hn ih =>
    intro k
    rw [M_succ hn, M_succ hn, show ((n + 1 : ℕ) : ℤ) - k = n - (k - 1) by push_cast; ring,
      ih (k - 1), show (n : ℤ) - (k - 1) - 1 = n - k by ring, ih k]
    push_cast
    ring
```

This is $M_n(n-k)=M_n(k)$. In the induction step,

$$nM_{n+1}(n+1-k)=(n+1-k)M_n(n-(k-1))+kM_n(n-k).$$

By `ih` the right side is $(n+1-k)M_n(k-1)+kM_n(k)=nM_{n+1}(k)$.

## From the recursion to a real polynomial

```lean
/-- The denominator of order `n + 1` in terms of the denominator and first moment of order `n`. -/
theorem D_succ {n : ℕ} (hn : 2 ≤ n) (t : ℝ) :
    (n : ℂ) * D (n + 1) t = W n t + exp (I * t) * (n * D n t - W n t) := by
  have hn0 : (n : ℂ) ≠ 0 := by exact_mod_cast (by omega : n ≠ 0)
  have h1 : ∀ k : ℕ, (n : ℂ) * ((M (n + 1) k : ℂ) * exp (I * k * t)) =
      (k : ℂ) * ((M n k : ℂ) * exp (I * k * t)) +
        ((n : ℂ) + 1 - k) * ((M n ((k : ℤ) - 1) : ℂ) * exp (I * k * t)) := by
    intro k
    rw [M_succ hn]
    push_cast
    field_simp
  have h2 : (n : ℂ) * D n t - W n t =
      ∑ k ∈ range n, ((n : ℂ) - k) * ((M n k : ℂ) * exp (I * k * t)) := by
    rw [D, W, Finset.mul_sum, ← Finset.sum_sub_distrib]
    exact Finset.sum_congr rfl fun k _ => by ring
  rw [h2, D, W, Finset.mul_sum, Finset.sum_congr rfl (fun k _ => h1 k), Finset.sum_add_distrib]
  congr 1
  · rw [Finset.sum_range_succ, M_eq_zero hn n (Or.inr le_rfl)]
    simp
  · -- shift the summation index by one
    have h0 : M n (((0 : ℕ) : ℤ) - 1) = 0 := M_eq_zero hn _ (Or.inl (by norm_num))
    rw [Finset.sum_range_succ', Finset.mul_sum, h0]
    simp only [ofReal_zero, zero_mul, mul_zero, add_zero]
    refine Finset.sum_congr rfl fun k _ => ?_
    rw [show ((k + 1 : ℕ) : ℤ) - 1 = k by push_cast; ring,
      show I * ((k + 1 : ℕ) : ℂ) * t = I * t + I * k * t by push_cast; ring, Complex.exp_add]
    push_cast
    ring
```

Multiply the recursion by $e^{ikt}$ and sum over $k=0,\dots,n$. The first term gives $W_n$, because $M_n(n)=0$. In the second, the $k=0$ term vanishes, and $k=j+1$ gives

$$e^{it}\sum_{j=0}^{n-1}(n-j)M_n(j)e^{ijt}=e^{it}(nD_n-W_n).$$

Hence $nD_{n+1}=W_n+e^{it}(nD_n-W_n)$. In the code, `h1` is the recursion times the exponential and `h2` rewrites $nD_n-W_n$ as one sum.

```lean
/-- The recursion of the half-angle polynomials. -/
theorem P_succ {n : ℕ} (hn : 2 ≤ n) :
    P (n + 1) = X * P n + C (1 / (n : ℝ)) * ((1 - X ^ 2) * derivative (P n)) := by
  obtain ⟨m, rfl⟩ := Nat.exists_eq_add_of_le' hn
  rfl
```

This restates the polynomial recursion for $n\ge2$.

```lean
/-- The denominator is the phase `exp(int/2)` times a real polynomial in `cos(t/2)`. -/
theorem D_half_angle {n : ℕ} (hn : 2 ≤ n) :
    ∀ t : ℝ, D n t = exp (I * n * t / 2) * ((P n).eval (Real.cos (t / 2)) : ℝ) := by
  have alg : ∀ A E w c s p p' q N : ℂ, c ^ 2 + s ^ 2 = 1 → w = c + s * I →
      I * A = E * (I * N / 2) * p + E * (p' * (-s * (1 / 2))) →
      N * q = N * c * p + (1 - c ^ 2) * p' →
      A + w * w * (N * (E * p) - A) = N * (E * w * q) := by
    intro A E w c s p p' q N hcs hw key hev
    have hA : A = E * (N / 2 * p + I * s / 2 * p') := by
      linear_combination (-I) * key + (A - E * N / 2 * p) * I_sq
    have h1w : 1 - w ^ 2 = -2 * s * I * w := by
      rw [hw]
      linear_combination s ^ 2 * I_sq - hcs
    linear_combination A * h1w - 2 * s * I * w * hA + w * N * E * p * hw - E * w * hev +
      E * w * p' * hcs - E * w * p' * s ^ 2 * I_sq
  have lin : ∀ (c : ℂ) (t : ℝ), HasDerivAt (fun s : ℝ => c * (s : ℂ)) c t := by
    intro c t
    simpa using ((hasDerivAt_id t).ofReal_comp).const_mul c
  induction n, hn using Nat.le_induction with
  | base =>
    intro t
    rw [show I * ((2 : ℕ) : ℂ) * t / 2 = I * t by push_cast; ring]
    simp [D, M, P, Finset.sum_range_succ]
  | succ n hn ih =>
    intro t
    have hn0 : (n : ℂ) ≠ 0 := by exact_mod_cast (by omega : n ≠ 0)
    -- differentiate both forms of the denominator of order n
    have hD : HasDerivAt (D n) (I * W n t) t := by
      have h : HasDerivAt (fun s : ℝ => ∑ k ∈ range n, (M n k : ℂ) * exp (I * k * s))
          (∑ k ∈ range n, (M n k : ℂ) * (exp (I * k * t) * (I * k))) t :=
        HasDerivAt.fun_sum fun k _ => (lin (I * k) t).cexp.const_mul _
      refine HasDerivAt.congr_deriv h ?_
      rw [W, Finset.mul_sum]
      exact Finset.sum_congr rfl fun k _ => by ring
    have hc : HasDerivAt (fun s : ℝ => Real.cos (s / 2)) (-Real.sin (t / 2) * (1 / 2)) t :=
      ((hasDerivAt_id' t).div_const 2).cos
    have hp : HasDerivAt (fun s : ℝ => (P n).eval (Real.cos (s / 2)))
        ((derivative (P n)).eval (Real.cos (t / 2)) * (-Real.sin (t / 2) * (1 / 2))) t := by
      have ho := (P n).hasDerivAt (Real.cos (t / 2))
      have h := HasDerivAt.comp t ho hc
      exact h
    have hfun : D n = fun s : ℝ =>
        exp (I * n * s / 2) * ((P n).eval (Real.cos (s / 2)) : ℝ) := funext ih
    rw [hfun] at hD
    have key := hD.unique (((lin (I * n) t).div_const 2).cexp.fun_mul hp.ofReal_comp)
    simp only [ofReal_mul, ofReal_neg, ofReal_div, ofReal_one, ofReal_ofNat] at key
    have hev : ∀ x : ℝ, (n : ℂ) * ((P (n + 1)).eval x : ℝ) = n * x * ((P n).eval x : ℝ) +
        (1 - (x : ℂ) ^ 2) * ((derivative (P n)).eval x : ℝ) := by
      intro x
      rw [P_succ hn]
      simp only [eval_add, eval_mul, eval_X, eval_C, eval_sub, eval_one, eval_pow]
      push_cast
      field_simp
    have hcs : (Real.cos (t / 2) : ℂ) ^ 2 + (Real.sin (t / 2) : ℂ) ^ 2 = 1 := by
      rw [← ofReal_pow, ← ofReal_pow, ← ofReal_add, Real.cos_sq_add_sin_sq, ofReal_one]
    have hw : exp (I * t / 2) = (Real.cos (t / 2) : ℂ) + (Real.sin (t / 2) : ℂ) * I := by
      rw [show I * t / 2 = ((t / 2 : ℝ) : ℂ) * I by push_cast; ring, Complex.exp_mul_I,
        ofReal_cos, ofReal_sin]
    have hE : exp (I * ((n + 1 : ℕ) : ℂ) * t / 2) = exp (I * n * t / 2) * exp (I * t / 2) := by
      rw [← Complex.exp_add]
      congr 1
      push_cast
      ring
    have hE2 : exp (I * t) = exp (I * t / 2) * exp (I * t / 2) := by
      rw [← Complex.exp_add]
      congr 1
      ring
    apply mul_left_cancel₀ hn0
    rw [D_succ hn, hE2, hE, ih t]
    exact alg _ _ _ _ _ _ _ _ _ hcs hw key (hev _)
```

The claim is $D_n(t)=e^{int/2}P_n(\cos(t/2))$. For $n=2$ both sides are $e^{it}$.

For the step, write $c=\cos(t/2)$, $s=\sin(t/2)$, $w=e^{it/2}=c+is$, $E=e^{int/2}$, $p=P_n(c)$ and $p'=P_n'(c)$. Differentiating $D_n=Ep$ and using $D_n'=iW_n$ gives

$$W_n=E\left(\tfrac n2\,p+\tfrac{is}{2}\,p'\right).$$

Since $1-w^2=-2isw$, the previous relation becomes

$$\begin{aligned}
nD_{n+1}&=(1-w^2)W_n+nw^2Ep\\
&=Ew\left[-insp+s^2p'+n(c+is)p\right]\\
&=Ew\left[ncp+(1-c^2)p'\right]=n\,Ew\,P_{n+1}(c),
\end{aligned}$$

and $Ew=e^{i(n+1)t/2}$. In Lean, `hD` is the derivative of the sum, `key` equates it with the derivative of the product, `hev` evaluates the recursion for $P_{n+1}$, and `alg` carries out the algebra above.

Two steps of the polynomial recursion by hand give $P_3=x$ and $P_4=(1+2x^2)/3$, so $|D_4(t)|=(2+\cos t)/3\ge1/3$.

```lean
/-- The spline values at the integers sum to one. -/
theorem M_sum {n : ℕ} (hn : 2 ≤ n) : ∑ k ∈ range n, M n k = 1 := by
  have h1 : (P n).eval 1 = 1 := by
    induction n, hn using Nat.le_induction with
    | base => simp [P]
    | succ n hn ih => rw [P_succ hn]; simp [ih]
  have h := D_half_angle hn 0
  simp [D, h1] at h
  exact_mod_cast h
```

At $x=1$ the derivative term drops out of the recursion, so $P_n(1)=1$ for every $n\ge2$. Setting $t=0$ then gives $\sum_kM_n(k)=1$: a charge sitting on a mesh point keeps its total when it is spread. A charge between mesh points involves spline values at non-integer arguments, which are not treated here.

## Where the polynomial can vanish

```lean
/-- The coefficients of `P_n` are nonnegative, vanish from degree `n - 1` on and for the parity
opposite to `n`, and the lowest one of the parity of `n` is positive. -/
theorem P_coeff {n : ℕ} (hn : 2 ≤ n) :
    (∀ j, 0 ≤ (P n).coeff j) ∧ (∀ j, n ≤ j + 1 → (P n).coeff j = 0) ∧
      (∀ j, Odd (n + j) → (P n).coeff j = 0) ∧ 0 < (P n).coeff (n % 2) := by
  induction n, hn using Nat.le_induction with
  | base =>
    have h : P 2 = 1 := rfl
    rw [h]
    refine ⟨fun j => ?_, fun j hj => ?_, fun j hj => ?_, by simp⟩
    · rw [coeff_one]
      split_ifs <;> norm_num
    · rw [coeff_one, if_neg (by omega)]
    · rw [Nat.odd_iff] at hj
      rw [coeff_one, if_neg (by omega)]
  | succ n hn ih =>
    obtain ⟨h0, h1, h2, h3⟩ := ih
    have hnp : (0 : ℝ) < n := by exact_mod_cast (by omega : 0 < n)
    have e : P (n + 1) = X * P n +
        C (1 / (n : ℝ)) * (derivative (P n) - X * (X * derivative (P n))) := by
      rw [P_succ hn]
      ring
    have c0 : (P (n + 1)).coeff 0 = (P n).coeff 1 / n := by
      rw [e, coeff_add, coeff_C_mul, coeff_sub, coeff_X_mul_zero, coeff_X_mul_zero,
        coeff_derivative]
      norm_num
      ring
    have cs : ∀ k : ℕ, (P (n + 1)).coeff (k + 1) =
        (1 - (k : ℝ) / n) * (P n).coeff k + ((k : ℝ) + 2) / n * (P n).coeff (k + 2) := by
      intro k
      have hX : (X * derivative (P n)).coeff k = k * (P n).coeff k := by
        cases k with
        | zero => simp
        | succ k => rw [coeff_X_mul, coeff_derivative]; push_cast; ring
      rw [e, coeff_add, coeff_C_mul, coeff_sub, coeff_X_mul, coeff_X_mul, hX, coeff_derivative]
      push_cast
      ring
    refine ⟨fun j => ?_, fun j hj => ?_, fun j hj => ?_, ?_⟩
    · rcases j with _ | k
      · rw [c0]
        exact div_nonneg (h0 1) hnp.le
      · rw [cs]
        by_cases hk : n ≤ k + 1
        · rw [h1 k hk, h1 (k + 2) (by omega)]
          simp
        · have hkn : (k : ℝ) / n ≤ 1 := by
            rw [div_le_one hnp]
            exact_mod_cast (by omega : k ≤ n)
          exact add_nonneg (mul_nonneg (by linarith) (h0 k))
            (mul_nonneg (by positivity) (h0 _))
    · rcases j with _ | k
      · omega
      · rw [cs, h1 k (by omega), h1 (k + 2) (by omega)]
        simp
    · rw [Nat.odd_iff] at hj
      rcases j with _ | k
      · rw [c0, h2 1 (by rw [Nat.odd_iff]; omega)]
        simp
      · rw [cs, h2 k (by rw [Nat.odd_iff]; omega), h2 (k + 2) (by rw [Nat.odd_iff]; omega)]
        simp
    · rcases Nat.mod_two_eq_zero_or_one n with hm | hm
      · rw [hm] at h3
        rw [show (n + 1) % 2 = 0 + 1 by omega, cs]
        have h4 : 0 ≤ (((0 : ℕ) : ℝ) + 2) / n * (P n).coeff (0 + 2) :=
          mul_nonneg (by positivity) (h0 _)
        have h5 : 1 - ((0 : ℕ) : ℝ) / n = 1 := by simp
        rw [h5]
        linarith
      · rw [hm] at h3
        rw [show (n + 1) % 2 = 0 by omega, c0]
        exact div_pos h3 hnp
```

Let $a_j$ be the coefficients of $P_n$ and $b_j$ those of $P_{n+1}$. Comparing powers of $x$,

$$b_0=\frac{a_1}{n},\qquad b_{k+1}=\left(1-\frac kn\right)a_k+\frac{k+2}{n}\,a_{k+2}.$$

These are `c0` and `cs`. By induction $a_k=0$ for $k\ge n-1$, so no negative weight meets a nonzero coefficient, and all coefficients stay nonnegative. Only powers with the parity of $n$ occur. The lowest of these has a positive coefficient: $b_0=a_1/n>0$ for odd $n$, and $b_1=a_0+2a_2/n>0$ for even $n$.

```lean
/-- On the real line `P_n` vanishes only for odd `n` at `x = 0`, and `|P_n|` is smallest there. -/
theorem P_zero_and_min {n : ℕ} (hn : 2 ≤ n) (x : ℝ) :
    ((P n).eval x = 0 ↔ Odd n ∧ x = 0) ∧ |(P n).eval 0| ≤ |(P n).eval x| := by
  obtain ⟨h0, -, h2, h3⟩ := P_coeff hn
  rw [← coeff_zero_eq_eval_zero]
  rcases Nat.even_or_odd n with he | ho
  · -- even order: only even powers, all with nonnegative weight
    rw [Nat.even_iff.1 he] at h3
    have hb : (P n).coeff 0 ≤ (P n).eval x := by
      rw [eval_eq_sum_range]
      calc (P n).coeff 0 = (P n).coeff 0 * x ^ 0 := by simp
        _ ≤ _ := Finset.single_le_sum (f := fun i => (P n).coeff i * x ^ i)
          (fun i _ => ?_) (by simp)
      rcases Nat.even_or_odd i with hi | hi
      · exact mul_nonneg (h0 i) (hi.pow_nonneg x)
      · simp [h2 i (he.add_odd hi)]
    refine ⟨⟨fun h => by linarith, fun h => absurd he (Nat.not_even_iff_odd.2 h.1)⟩, ?_⟩
    rw [abs_of_pos h3]
    exact hb.trans (le_abs_self _)
  · -- odd order: the same argument for x * P_n(x)
    rw [Nat.odd_iff.1 ho] at h3
    have hz : (P n).coeff 0 = 0 := h2 0 ho
    have hb : (P n).coeff 1 * x ^ 2 ≤ x * (P n).eval x := by
      rw [eval_eq_sum_range, Finset.mul_sum]
      calc (P n).coeff 1 * x ^ 2 = x * ((P n).coeff 1 * x ^ 1) := by ring
        _ ≤ _ := Finset.single_le_sum (f := fun i => x * ((P n).coeff i * x ^ i))
          (fun i _ => ?_)
          (Finset.mem_range.2 (Nat.lt_succ_of_le (le_natDegree_of_ne_zero h3.ne')))
      rcases Nat.even_or_odd i with hi | hi
      · simp [h2 i (ho.add_even hi)]
      · have h5 : x * ((P n).coeff i * x ^ i) = (P n).coeff i * x ^ (i + 1) := by ring
        show 0 ≤ x * ((P n).coeff i * x ^ i)
        rw [h5]
        exact mul_nonneg (h0 i) (hi.add_one.pow_nonneg x)
    refine ⟨⟨fun h => ⟨ho, ?_⟩, fun h => ?_⟩, by rw [hz, abs_zero]; exact abs_nonneg _⟩
    · by_contra hx
      have hx2 : 0 < x ^ 2 := by positivity
      have h6 := mul_pos h3 hx2
      rw [h, mul_zero] at hb
      linarith
    · rw [h.2, ← coeff_zero_eq_eval_zero, hz]
```

Let $n\ge2$. For even $n$ only even powers occur, so $P_n(x)\ge a_0=P_n(0)>0$. For odd $n$, $xP_n(x)\ge a_1x^2$ with $a_1>0$, so $x=0$ is the only real zero. In both cases $|P_n(0)|\le|P_n(x)|$. The inequality `hb` keeps a single term of a sum of nonnegative terms.

```lean
/-- The Euler-spline denominator of order `n ≥ 2` vanishes exactly when `n` is odd and `cos(t/2) =
0`, and for every such order its modulus is smallest at `t = π`. -/
theorem D_zero_and_min {n : ℕ} (hn : 2 ≤ n) (t : ℝ) :
    (D n t = 0 ↔ Odd n ∧ Real.cos (t / 2) = 0) ∧ ‖D n Real.pi‖ ≤ ‖D n t‖ := by
  have hnorm : ∀ s : ℝ, ‖D n s‖ = |(P n).eval (Real.cos (s / 2))| := by
    intro s
    rw [D_half_angle hn, norm_mul,
      show I * n * s / 2 = ((n * s / 2 : ℝ) : ℂ) * I by push_cast; ring,
      Complex.norm_exp_ofReal_mul_I, one_mul, Complex.norm_real, Real.norm_eq_abs]
  obtain ⟨hz, hm⟩ := P_zero_and_min hn (Real.cos (t / 2))
  constructor
  · rw [← norm_eq_zero, hnorm, abs_eq_zero]
    exact hz
  · rw [hnorm, hnorm, Real.cos_pi_div_two]
    exact hm

end

end CardinalSplineDenominator
```

The phase has modulus one, so $|D_n(t)|=|P_n(\cos(t/2))|$, which is `hnorm`. The two statements about $P_n$ carry over: $D_n(t)=0$ exactly when $n$ is odd and $\cos(t/2)=0$, and $|D_n(\pi)|\le|D_n(t)|$ for every real $t$. The condition $\cos(t/2)=0$ means that $t$ is an odd multiple of $\pi$; these points are the boundary of the mesh's Brillouin zone $-\pi\le t\le\pi$ and its periodic copies.

The smallest odd case shows the zero directly: $M_3(1)=M_3(2)=\tfrac12$, so $D_3(\pi)=\tfrac12(-1+1)=0$. The assumption $n\ge2$ matters too. The true order-1 spline equals 1 for $0\le u<1$ and 0 elsewhere, so its sum is the constant 1, which never vanishes although the order is odd. The file leaves this case out and sets order 1 to zero.

For smooth particle-mesh Ewald in exact arithmetic, every even order therefore permits the division at all mesh wavevectors. The smallest modulus still shrinks with the order: $|D_n(\pi)|$ is $1$, $\tfrac13$ and $\tfrac2{15}$ for $n=2,4,6$, and it tends to zero as the even order grows (not proved here), so no positive lower bound serves all even orders. The theorem gives no estimate of the interpolation error.

```lean
#print axioms CardinalSplineDenominator.M_symm
#print axioms CardinalSplineDenominator.M_sum
#print axioms CardinalSplineDenominator.D_zero_and_min
```

```
'CardinalSplineDenominator.M_symm' depends on axioms: [propext, Classical.choice, Quot.sound]
'CardinalSplineDenominator.M_sum' depends on axioms: [propext, Classical.choice, Quot.sound]
'CardinalSplineDenominator.D_zero_and_min' depends on axioms: [propext, Classical.choice, Quot.sound]
```
